# With a local potential, the three-point grid velocity \(i[H,x]\) multiplies a plane wave by \(\sin(kh)/h\)

On the grid points \(x_n=nh\) with \(h>0\), let \(H\) be, in atomic units, the three-point kinetic energy of an electron plus any local potential; then \(i[H,x]\) maps the sampled wave \(e^{ikx_n}\) to \(\frac{\sin(kh)}{h}\,e^{ikx_n}\). For \(k\ge 0\) this grid velocity lies below the continuum value \(k\) by at least \(0\) and at most \(k^3h^2/6\).

```lean
import Mathlib

open Complex (I)

namespace GridVelocity

noncomputable section

/-- The position operator on the grid: multiplication by `x_n = n h`. -/
def position (h : ℝ) (f : ℤ → ℂ) : ℤ → ℂ :=
  fun n => ((n : ℂ) * h) * f n

/-- The grid Hamiltonian, for spacing `h ≠ 0`: three-point kinetic energy plus a local
potential `V`, in atomic units. -/
def hamiltonian (h : ℝ) (V : ℤ → ℝ) (f : ℤ → ℂ) : ℤ → ℂ :=
  fun n => -(f (n + 1) - 2 * f n + f (n - 1)) / (2 * (h : ℂ) ^ 2) + V n * f n

/-- The velocity operator `i[H, x]` of the grid Hamiltonian, for spacing `h ≠ 0`. -/
def velocity (h : ℝ) (V : ℤ → ℝ) (f : ℤ → ℂ) : ℤ → ℂ :=
  fun n => I * (hamiltonian h V (position h f) n - position h (hamiltonian h V f) n)

/-- The plane wave `exp(i k x)` sampled at the grid points `x_n = n h`. -/
def planeWave (h k : ℝ) : ℤ → ℂ :=
  fun n => Complex.exp (((k : ℂ) * (n * h)) * I)

/-- For nonzero spacing the local potential drops out of `i[H, x]`, and the velocity is the
central difference `-i (f_(n+1) - f_(n-1)) / (2h)`, written here multiplied by `2h`. -/
theorem velocity_central_difference {h : ℝ} (hh : h ≠ 0) (V : ℤ → ℝ) (f : ℤ → ℂ) (n : ℤ) :
    2 * (h : ℂ) * velocity h V f n = -I * (f (n + 1) - f (n - 1)) := by
  have hc : (h : ℂ) ≠ 0 := Complex.ofReal_ne_zero.mpr hh
  simp only [velocity, hamiltonian, position]
  push_cast
  field_simp
  ring

/-- For nonzero spacing the commutator `[x, v]` is `i` times the average over the two
neighbouring grid points. -/
theorem position_velocity_commutator {h : ℝ} (hh : h ≠ 0) (V : ℤ → ℝ) (f : ℤ → ℂ) (n : ℤ) :
    position h (velocity h V f) n - velocity h V (position h f) n
      = I * ((f (n + 1) + f (n - 1)) / 2) := by
  have hc : (2 * (h : ℂ)) ≠ 0 := mul_ne_zero two_ne_zero (Complex.ofReal_ne_zero.mpr hh)
  have h1 := velocity_central_difference hh V f n
  have h2 := velocity_central_difference hh V (position h f) n
  apply mul_left_cancel₀ hc
  simp only [position] at h2 ⊢
  push_cast at h2 ⊢
  linear_combination ((n : ℂ) * h) * h1 - h2

/-- For nonzero spacing, a sampled plane wave is an eigenvector of the grid velocity, with the
eigenvalue `q` fixed by `q h = sin(k h)`. -/
theorem velocity_planeWave {h k q : ℝ} (hh : h ≠ 0) (hq : q * h = Real.sin (k * h))
    (V : ℤ → ℝ) : velocity h V (planeWave h k) = (q : ℂ) • planeWave h k := by
  funext n
  have hc : (2 * (h : ℂ)) ≠ 0 := mul_ne_zero two_ne_zero (Complex.ofReal_ne_zero.mpr hh)
  have hqc : (q : ℂ) * h = Complex.sin ((k : ℂ) * h) := by
    have := congrArg Complex.ofReal hq
    push_cast at this
    exact this
  -- a shift by one grid point multiplies the wave by a phase
  have e1 : planeWave h k (n + 1)
      = (Complex.cos ((k : ℂ) * h) + Complex.sin ((k : ℂ) * h) * I) * planeWave h k n := by
    unfold planeWave
    rw [← Complex.exp_mul_I, ← Complex.exp_add]
    congr 1
    push_cast
    ring
  have e2 : planeWave h k (n - 1)
      = (Complex.cos ((k : ℂ) * h) - Complex.sin ((k : ℂ) * h) * I) * planeWave h k n := by
    have e : Complex.cos ((k : ℂ) * h) - Complex.sin ((k : ℂ) * h) * I
        = Complex.exp (-((k : ℂ) * h) * I) := by
      rw [Complex.exp_mul_I, Complex.cos_neg, Complex.sin_neg]
      ring
    unfold planeWave
    rw [e, ← Complex.exp_add]
    congr 1
    push_cast
    ring
  apply mul_left_cancel₀ hc
  rw [velocity_central_difference hh, e1, e2, Pi.smul_apply, smul_eq_mul]
  linear_combination (-2 * Complex.sin ((k : ℂ) * h) * planeWave h k n) * Complex.I_sq
    - 2 * planeWave h k n * hqc

/-- A function that is differentiable on the whole real line, vanishes at zero and has a nonnegative
derivative on the half-line `x ≥ 0` is nonnegative there. -/
theorem nonneg_of_deriv {g g' : ℝ → ℝ} (hg : ∀ x, HasDerivAt g (g' x) x)
    (hg' : ∀ x, 0 ≤ x → 0 ≤ g' x) (h0 : g 0 = 0) {x : ℝ} (hx : 0 ≤ x) : 0 ≤ g x := by
  have hm : MonotoneOn g (Set.Ici 0) := by
    apply monotoneOn_of_deriv_nonneg (convex_Ici 0)
    · exact fun y _ => (hg y).continuousAt.continuousWithinAt
    · exact fun y _ => (hg y).differentiableAt.differentiableWithinAt
    · intro y hy
      rw [(hg y).deriv]
      exact hg' y (interior_subset hy)
  have := hm (Set.mem_Ici.mpr le_rfl) (Set.mem_Ici.mpr hx) hx
  rwa [h0] at this

/-- For `x ≥ 0` the sine lies between its Taylor polynomials of third and fifth order. -/
theorem sin_taylor_bounds {x : ℝ} (hx : 0 ≤ x) :
    x - x ^ 3 / 6 ≤ Real.sin x ∧ Real.sin x ≤ x - x ^ 3 / 6 + x ^ 5 / 120 := by
  have lower : ∀ y : ℝ, 0 ≤ y → 0 ≤ Real.sin y - (y - y ^ 3 / 6) := by
    intro y hy
    refine nonneg_of_deriv (g := fun y => Real.sin y - (y - y ^ 3 / 6))
      (g' := fun y => Real.cos y - 1 + y ^ 2 / 2) (fun z => ?_) (fun z _ => ?_) (by simp) hy
    · refine ((Real.hasDerivAt_sin z).fun_sub ((hasDerivAt_id' z).fun_sub
        ((hasDerivAt_pow 3 z).div_const 6))).congr_deriv ?_
      simp only [Nat.reduceSub]
      push_cast
      ring
    · linarith [Real.one_sub_sq_div_two_le_cos (x := z)]
  -- integrate once for the cosine, and once more for the sine
  have cosine : ∀ y : ℝ, 0 ≤ y → 0 ≤ 1 - y ^ 2 / 2 + y ^ 4 / 24 - Real.cos y := by
    intro y hy
    refine nonneg_of_deriv (g := fun y => 1 - y ^ 2 / 2 + y ^ 4 / 24 - Real.cos y)
      (g' := fun y => Real.sin y - (y - y ^ 3 / 6)) (fun z => ?_) lower (by simp) hy
    refine ((((hasDerivAt_const z (1 : ℝ)).fun_sub ((hasDerivAt_pow 2 z).div_const 2)).fun_add
      ((hasDerivAt_pow 4 z).div_const 24)).fun_sub (Real.hasDerivAt_cos z)).congr_deriv ?_
    simp only [Nat.reduceSub]
    push_cast
    ring
  have upper : 0 ≤ x - x ^ 3 / 6 + x ^ 5 / 120 - Real.sin x := by
    refine nonneg_of_deriv (g := fun y => y - y ^ 3 / 6 + y ^ 5 / 120 - Real.sin y)
      (g' := fun y => 1 - y ^ 2 / 2 + y ^ 4 / 24 - Real.cos y) (fun z => ?_) cosine (by simp) hx
    refine ((((hasDerivAt_id' z).fun_sub ((hasDerivAt_pow 3 z).div_const 6)).fun_add
      ((hasDerivAt_pow 5 z).div_const 120)).fun_sub (Real.hasDerivAt_sin z)).congr_deriv ?_
    simp only [Nat.reduceSub]
    push_cast
    ring
  exact ⟨by linarith [lower x hx], by linarith⟩

/-- For spacing `h > 0` and any local potential, `i[H, x]` multiplies the sampled plane wave by
`sin(k h) / h`; for `k ≥ 0` this underestimates `k` by between `0` and `k³h²/6`. -/
theorem grid_velocity {h : ℝ} (hh : 0 < h) (V : ℤ → ℝ) (k : ℝ) :
    velocity h V (planeWave h k) = ((Real.sin (k * h) / h : ℝ) : ℂ) • planeWave h k ∧
    (0 ≤ k → 0 ≤ k - Real.sin (k * h) / h ∧
      k - Real.sin (k * h) / h ≤ k ^ 3 * h ^ 2 / 6) := by
  have hs := div_mul_cancel₀ (Real.sin (k * h)) hh.ne'
  refine ⟨velocity_planeWave hh.ne' hs V, fun hk => ?_⟩
  have hx : 0 ≤ k * h := mul_nonneg hk hh.le
  have h1 := Real.sin_le hx
  have h2 := (sin_taylor_bounds hx).1
  generalize Real.sin (k * h) / h = q at hs ⊢
  -- compare after multiplying by the positive spacing
  constructor
  · refine le_of_mul_le_mul_right ?_ hh
    linarith
  · refine le_of_mul_le_mul_right ?_ hh
    linarith

/-- For `h > 0` and `k ≥ 0` the velocity error `k - sin(k h) / h` equals `k³h²/6` up to at most
`k⁵h⁴/120`. -/
theorem grid_velocity_error_leading {h k : ℝ} (hh : 0 < h) (hk : 0 ≤ k) :
    |k - Real.sin (k * h) / h - k ^ 3 * h ^ 2 / 6| ≤ k ^ 5 * h ^ 4 / 120 := by
  have hs := div_mul_cancel₀ (Real.sin (k * h)) hh.ne'
  have hx : 0 ≤ k * h := mul_nonneg hk hh.le
  obtain ⟨h1, h2⟩ := sin_taylor_bounds hx
  have hp : 0 ≤ (k * h) ^ 5 := pow_nonneg hx 5
  generalize Real.sin (k * h) / h = q at hs ⊢
  rw [abs_le]
  constructor
  · refine le_of_mul_le_mul_right ?_ hh
    linarith
  · refine le_of_mul_le_mul_right ?_ hh
    linarith

/-- The plane wave with `k h = π` has zero grid velocity, whatever the local potential. -/
theorem velocity_zone_boundary {h k : ℝ} (hkh : k * h = Real.pi) (V : ℤ → ℝ) :
    velocity h V (planeWave h k) = 0 := by
  have hh : h ≠ 0 := by
    rintro rfl
    rw [mul_zero] at hkh
    exact Real.pi_ne_zero hkh.symm
  have hq : (0 : ℝ) * h = Real.sin (k * h) := by rw [hkh, Real.sin_pi, zero_mul]
  rw [velocity_planeWave hh hq V, Complex.ofReal_zero, zero_smul]

end

end GridVelocity
```

```lean
#print axioms GridVelocity.velocity_planeWave
#print axioms GridVelocity.grid_velocity
#print axioms GridVelocity.grid_velocity_error_leading
#print axioms GridVelocity.velocity_zone_boundary
```

```
'GridVelocity.velocity_planeWave' depends on axioms: [propext, Classical.choice, Quot.sound]
'GridVelocity.grid_velocity' depends on axioms: [propext, Classical.choice, Quot.sound]
'GridVelocity.grid_velocity_error_leading' depends on axioms: [propext, Classical.choice, Quot.sound]
'GridVelocity.velocity_zone_boundary' depends on axioms: [propext, Classical.choice, Quot.sound]
```

## Operators on an infinite one-dimensional grid

A wavefunction is a function `f : ℤ → ℂ`, with \(f_n\) its value at \(x_n=nh\). The operator `position` multiplies \(f_n\) by \(nh\), and `hamiltonian` is

\[
(Hf)_n=-\frac{f_{n+1}-2f_n+f_{n-1}}{2h^2}+V_nf_n
\]

in atomic units, so a particle of unit mass has continuum velocity \(k\) in the wave \(e^{ikx}\). The type `V : ℤ → ℝ` expresses locality: the potential is one real number per grid point, with no restriction on its size or shape. The operator `velocity` is defined as the commutator \(i(Hx-xH)\) itself, and its difference formula is then a theorem.

The main theorem, `grid_velocity`, has two parts. The first is an equality of functions on the whole grid and holds for every real \(k\). The second is the two-sided error bound, under the hypothesis `0 ≤ k`. The plane wave is an eigenvector of the velocity; it need not be an eigenstate of \(H\).

Optical matrix elements in velocity form are built from \(i[H,x]\), and for this one-dimensional model with a local potential the theorem gives the discretisation error of that operator on each plane wave. A nonlocal pseudopotential or a PAW Hamiltonian would add further terms to the commutator, and higher-order stencils would change the eigenvalue. The model also has no boundaries or periodic cell, and it assigns no norm to the plane waves.

## The potential cancels and a central difference remains

At point \(n\), the potential contributes \(V_n\,nh\,f_n-nh\,V_nf_n=0\) to \([H,x]\). In the kinetic part, the terms in \(f_n\) cancel as well, and the neighbours keep only the difference between their position and \(x_n\):

\[
([H,x]f)_n=-\frac{(n+1)h-nh}{2h^2}f_{n+1}-\frac{(n-1)h-nh}{2h^2}f_{n-1}
=-\frac{f_{n+1}-f_{n-1}}{2h}.
\]

Hence, with \(v=i[H,x]\),

\[
(vf)_n=-\frac{i}{2h}\,(f_{n+1}-f_{n-1}).
\]

This is `velocity_central_difference`, stated after multiplication by \(2h\). Its proof unfolds the three operators, clears the denominators with `field_simp` and leaves the cancellation to `ring`.

Applying the formula to \(f\) and to \(xf\) gives the commutator of position and velocity:

\[
([x,v]f)_n=-\frac{i}{2h}\bigl(-hf_{n+1}-hf_{n-1}\bigr)
=i\,\frac{f_{n+1}+f_{n-1}}{2}.
\]

The continuum result would be \(if_n\); the grid replaces \(f_n\) by the average over its two neighbours. In `position_velocity_commutator`, the final `linear_combination` combines the same two instances of the difference formula.

## A shift by one point gives the eigenvalue

For \(f_n=e^{iknh}\), a shift by one point multiplies the wave by a phase:

\[
f_{n\pm1}=\bigl(\cos(kh)\pm i\sin(kh)\bigr)f_n .
\]

The cosines cancel in the central difference, so

\[
(vf)_n=-\frac{i}{2h}\,2i\sin(kh)\,f_n=\frac{\sin(kh)}{h}\,f_n .
\]

In `velocity_planeWave` the two shifts are `e1` and `e2`, and the last step uses \(i^2=-1\). The eigenvalue enters there as a real number \(q\) with \(qh=\sin(kh)\), which avoids a division; `grid_velocity` then sets \(q=\sin(kh)/h\).

## Integrated inequalities bound the error

Let \(y\ge0\). The starting point is \(\cos y\ge 1-y^2/2\), which follows from \(1-\cos y=2\sin^2(y/2)\le y^2/2\). Integrating from zero three times gives in turn

\[
\sin y\ge y-\frac{y^3}{6},\qquad
\cos y\le 1-\frac{y^2}{2}+\frac{y^4}{24},\qquad
\sin y\le y-\frac{y^3}{6}+\frac{y^5}{120}.
\]

In Lean, `nonneg_of_deriv` takes the place of each integration: a function that is differentiable on the whole real line, vanishes at zero and has a nonnegative derivative for \(y\ge0\) is nonnegative for \(y\ge0\). The steps `lower`, `cosine` and `upper` inside `sin_taylor_bounds` apply it to the three differences in this order.

Now set \(y=kh\), which is nonnegative for \(k\ge0\). Together with \(\sin y\le y\), the first inequality gives

\[
0\le kh-\sin(kh)\le\frac{k^3h^3}{6},
\]

and division by \(h>0\) yields the stated bound. The proof of `grid_velocity` makes the comparison after multiplying by \(h\), where `linarith` can finish. For \(k<0\) the error changes sign, because the sine is odd.

Using the fifth-order bound as well, `grid_velocity_error_leading` gives

\[
\left|\,k-\frac{\sin(kh)}{h}-\frac{k^3h^2}{6}\right|\le\frac{k^5h^4}{120}.
\]

## Fine grids and the shortest wave

At fixed \(k\ge0\), the error bound tends to zero as \(h\to0\), so the grid velocity tends to \(k\). Dividing the last estimate by \(h^2\) shows that the error over \(h^2\) tends to \(k^3/6\). For \(k>0\), no coefficient smaller than \(1/6\) would therefore serve for all spacings.

At the other end, \(kh=\pi\) gives the wave \((-1)^n\). Its two neighbouring values are equal at every point, so the central difference vanishes and the grid velocity is zero, although the continuum value is \(k=\pi/h\). This is `velocity_zone_boundary`, which needs no separate condition on \(h\), since \(kh=\pi\) already excludes \(h=0\).
